# Screening a positive semidefinite matrix entry by entry can produce a negative eigenvalue of first order in the threshold

For real orbitals, the electron-repulsion integrals $V_{ij}$, with $i$ and $j$ labelling orbital products, form a positive semidefinite matrix: $x^TVx$ is proportional to the Coulomb self-energy of a charge distribution and is never negative. A Cholesky decomposition $V=LL^T$ relies on this. Screening sets every entry with $|V_{ij}|\le\tau$ to zero. Does the screened matrix still have a Cholesky decomposition, and if not, how negative can its eigenvalues become? Here $\tau\ge0$ is the screening threshold.

## The matrix, the screening and the eigenvalues

```lean
import Mathlib

open Matrix

namespace IntegralScreening

noncomputable section

/-- Integral screening: every matrix entry of modulus at most `τ` is set to zero. -/
def screen {n : Type*} (τ : ℝ) (V : Matrix n n ℝ) : Matrix n n ℝ :=
  Matrix.of fun i j => if |V i j| ≤ τ then 0 else V i j
```

`screen τ V` is the screened matrix. The test looks at the modulus of each entry, diagonal entries included. It is not a Schwarz estimate: the matrix below has unit diagonal, so the Schwarz bound on every entry is 1, and a screening by that bound with $\tau<1$ would remove nothing.

```lean
/-- The model integral matrix with unit diagonal, neighbour entries `a` and
far entry `b = 2 a ^ 2 - 1`. -/
def integrals (a : ℝ) : Matrix (Fin 3) (Fin 3) ℝ :=
  !![1, a, 2 * a ^ 2 - 1; a, 1, a; 2 * a ^ 2 - 1, a, 1]
```

`Fin 3` supplies the indices $0,1,2$, and `!![...]` lists the rows. With $b=2a^2-1$,

$$V(a)=\begin{pmatrix}1&a&b\\a&1&a\\b&a&1\end{pmatrix}.$$

One may read the entries as Coulomb integrals of three charge distributions $\rho_0,\rho_1,\rho_2$, each scaled to unit self-repulsion: $a$ couples the middle one to each outer one, and $b$ couples the outer two. They are not independent. Since $V(a)(1,-2a,1)^T=0$, the combination $\rho_0-2a\rho_1+\rho_2$ has zero Coulomb self-energy and so vanishes; for $a>0$ the middle distribution is $\rho_1=(\rho_0+\rho_2)/(2a)$. That the orbital products of a given basis have exactly these integrals is an assumption of the model.

```lean
/-- The set of real eigenvalues of a real square matrix. -/
def realEigenvalues {n : Type*} [Fintype n] (A : Matrix n n ℝ) : Set ℝ :=
  {μ | ∃ x : n → ℝ, x ≠ 0 ∧ A *ᵥ x = μ • x}
```

A real number $\mu$ belongs to this set if $Ax=\mu x$ for some nonzero real $x$; `*ᵥ` is the matrix-vector product. For the symmetric matrices used here, this is the whole spectrum.

## Positivity before screening

```lean
/-- If the quadratic form of `A` is at least `c` times the squared length of every vector,
then every real eigenvalue of `A` is at least `c`. -/
theorem le_eigenvalue_of_form_bound {n : Type*} [Fintype n] {A : Matrix n n ℝ} {c μ : ℝ}
    (h : ∀ x : n → ℝ, c * (x ⬝ᵥ x) ≤ x ⬝ᵥ A *ᵥ x) (hμ : μ ∈ realEigenvalues A) : c ≤ μ := by
  obtain ⟨x, hx, hAx⟩ := hμ
  have h0 : 0 ≤ x ⬝ᵥ x := Finset.sum_nonneg fun i _ => mul_self_nonneg (x i)
  have hpos : 0 < x ⬝ᵥ x := lt_of_le_of_ne h0 fun h => hx (dotProduct_self_eq_zero.1 h.symm)
  have h1 := h x
  rw [hAx, dotProduct_smul, smul_eq_mul] at h1
  exact le_of_mul_le_mul_right h1 hpos
```

The symbol `⬝ᵥ` is the dot product. Suppose $c\,x^Tx\le x^TAx$ for all $x$. For an eigenvector, $x^TAx=\mu\,x^Tx$, so $c\,x^Tx\le\mu\,x^Tx$. Since $x\ne0$, $x^Tx>0$ and can be divided out, giving $c\le\mu$. The last line of the proof is this division.

```lean
/-- The model integral matrix is positive semidefinite whenever `a ^ 2 ≤ 1`. -/
theorem integrals_posSemidef {a : ℝ} (ha : a ^ 2 ≤ 1) : (integrals a).PosSemidef := by
  refine Matrix.PosSemidef.of_dotProduct_mulVec_nonneg (Matrix.IsHermitian.ext ?_) fun x => ?_
  · intro i j
    fin_cases i <;> fin_cases j <;> simp [integrals]
  · have hq : x ⬝ᵥ integrals a *ᵥ x =
        x 0 * (1 * x 0 + a * x 1 + (2 * a ^ 2 - 1) * x 2) + x 1 * (a * x 0 + 1 * x 1 + a * x 2)
          + x 2 * ((2 * a ^ 2 - 1) * x 0 + a * x 1 + 1 * x 2) := by
      simp only [dotProduct, mulVec, Fin.sum_univ_three]
      rfl
    -- the form is a sum of two squares, one for each Cholesky vector
    have hsq : x ⬝ᵥ integrals a *ᵥ x = (x 0 + a * x 1 + (2 * a ^ 2 - 1) * x 2) ^ 2
        + (1 - a ^ 2) * (x 1 + 2 * a * x 2) ^ 2 := by
      rw [hq]; ring
    rw [star_trivial, hsq]
    exact add_nonneg (sq_nonneg _) (mul_nonneg (sub_nonneg.2 ha) (sq_nonneg _))
```

`PosSemidef` means symmetric with a nonnegative quadratic form. Symmetry is checked entry by entry. For the form, completing squares gives

$$x^TV(a)x=(x_0+ax_1+bx_2)^2+(1-a^2)(x_1+2ax_2)^2 .$$

The coefficient of $x_2^2$ is $b^2+4a^2(1-a^2)=1$, and that of $x_1x_2$ is $2ab+4a(1-a^2)=2a$; the others are immediate. Both terms are nonnegative when $a^2\le1$. In the proof, `hq` writes out the form, and `ring` verifies the identity `hsq`. The squares correspond to the Cholesky vectors $(1,a,b)$ and $\sqrt{1-a^2}\,(0,1,2a)$.

## What screening does to the spectrum

```lean
/-- A threshold `τ` with `|2 a ^ 2 - 1| ≤ τ < a < 1` removes the far entry of the model matrix
and leaves all others untouched. -/
theorem screen_integrals {a τ : ℝ} (ha1 : a < 1) (hb : |2 * a ^ 2 - 1| ≤ τ) (hτ : τ < a) :
    screen τ (integrals a) = !![1, a, 0; a, 1, a; 0, a, 1] := by
  have h1 : ¬ |a| ≤ τ := not_le_of_gt (lt_of_lt_of_le hτ (le_abs_self a))
  have h2 : ¬ (1 : ℝ) ≤ τ := not_le_of_gt (hτ.trans ha1)
  ext i j
  fin_cases i <;> fin_cases j <;> simp [screen, integrals, h1, h2, hb]
```

If $|b|\le\tau<a<1$, the end-to-end entry is removed, while $a$ and 1 exceed the threshold and stay. The proof compares all nine entries.

```lean
/-- For `1/√2 < a` one has `1 < a √2`, and the far entry `2 a ^ 2 - 1` is positive. -/
theorem far_entry_pos {a : ℝ} (ha : 1 / √2 < a) : 1 < a * √2 ∧ 0 < 2 * a ^ 2 - 1 := by
  have hs : √2 * √2 = (2 : ℝ) := Real.mul_self_sqrt (by norm_num)
  have h : 1 < a * √2 := (div_lt_iff₀ (by positivity)).1 ha
  have hf : 2 * a ^ 2 - 1 = (a * √2 - 1) * (a * √2 + 1) := by
    linear_combination (-a ^ 2) * hs
  exact ⟨h, hf ▸ mul_pos (by linarith) (by linarith)⟩
```

Multiplying $1/\sqrt2<a$ by $\sqrt2$ gives $1<a\sqrt2$. Then $b=(a\sqrt2-1)(a\sqrt2+1)$ is a product of positive factors.

```lean
/-- Let `1/√2 < a < 1`, `b = 2 a ^ 2 - 1` and `b ≤ τ < a`. Then the integral matrix is positive
semidefinite, `0 < b < a`, and the matrix screened at threshold `τ` has the lowest eigenvalue
`-b / (1 + a √2)`, which is negative. -/
theorem screening_destroys_positivity {a τ : ℝ} (ha : 1 / √2 < a) (ha1 : a < 1)
    (hb : 2 * a ^ 2 - 1 ≤ τ) (hτ : τ < a) :
    (integrals a).PosSemidef ∧ 0 < 2 * a ^ 2 - 1 ∧ 2 * a ^ 2 - 1 < a ∧
      IsLeast (realEigenvalues (screen τ (integrals a))) (-(2 * a ^ 2 - 1) / (1 + a * √2)) ∧
      -(2 * a ^ 2 - 1) / (1 + a * √2) < 0 := by
  obtain ⟨h1, hbpos⟩ := far_entry_pos ha
  have hs : √2 * √2 = (2 : ℝ) := Real.mul_self_sqrt (by norm_num)
  have ha0 : 0 < a := lt_trans (by positivity) ha
  have hden : 0 < 1 + a * √2 := by linarith
  refine ⟨integrals_posSemidef (by nlinarith), hbpos, lt_of_le_of_lt hb hτ, ?_,
    div_neg_of_neg_of_pos (by linarith) hden⟩
  have hval : -(2 * a ^ 2 - 1) / (1 + a * √2) = 1 - a * √2 := by
    rw [div_eq_iff hden.ne']
    linear_combination a ^ 2 * hs
  rw [hval, screen_integrals ha1 (by rwa [abs_of_pos hbpos]) hτ]
  constructor
  · -- the eigenvector with alternating signs
    have hs' : a * (√2 * √2) = a * 2 := by rw [hs]
    refine ⟨![1, -√2, 1], fun h => ?_, ?_⟩
    · have h0 := congrFun h 0
      simp at h0
    · ext i
      fin_cases i <;> simp [mulVec, dotProduct, Fin.sum_univ_three] <;> linarith
  · -- the shifted quadratic form is a sum of squares
    intro μ hμ
    refine le_eigenvalue_of_form_bound (fun x => ?_) hμ
    have hq : x ⬝ᵥ !![1, a, 0; a, 1, a; 0, a, 1] *ᵥ x =
        x 0 * (1 * x 0 + a * x 1 + 0 * x 2) + x 1 * (a * x 0 + 1 * x 1 + a * x 2)
          + x 2 * (0 * x 0 + a * x 1 + 1 * x 2) := by
      simp only [dotProduct, mulVec, Fin.sum_univ_three]
      rfl
    have hd : x ⬝ᵥ x = x 0 * x 0 + x 1 * x 1 + x 2 * x 2 := by
      simp only [dotProduct, Fin.sum_univ_three]
    have hsq : x ⬝ᵥ !![1, a, 0; a, 1, a; 0, a, 1] *ᵥ x - (1 - a * √2) * (x ⬝ᵥ x) =
        a * √2 / 2 * ((x 0 + x 2 + √2 * x 1) ^ 2 + (x 0 - x 2) ^ 2) := by
      rw [hq, hd]
      linear_combination (-(a * x 1 * (x 0 + x 2) + a * √2 * x 1 ^ 2 / 2)) * hs
    have hnn : 0 ≤ a * √2 / 2 * ((x 0 + x 2 + √2 * x 1) ^ 2 + (x 0 - x 2) ^ 2) := by
      positivity
    linarith
```

Let $1/\sqrt2<a<1$ and $b\le\tau<a$. The theorem states that $V(a)$ is positive semidefinite, that $0<b<a$, and that the screened matrix $T$ has lowest eigenvalue $-b/(1+a\sqrt2)<0$. `IsLeast` requires two things: the number is an eigenvalue, and no eigenvalue is smaller.

Such a threshold exists for every allowed $a$, because $a-b=(1-a)(1+2a)>0$. In the Lean proof, $b<a$ simply follows from $b\le\tau<a$.

For the first requirement, take $x=(1,-\sqrt2,1)$, or $\tfrac12(1,-\sqrt2,1)$ if normalised. Then

$$Tx=(1-a\sqrt2,\;2a-\sqrt2,\;1-a\sqrt2)=(1-a\sqrt2)\,x,$$

and the eigenvalue has the stated form, since

$$1-a\sqrt2=\frac{1-2a^2}{1+a\sqrt2}=-\frac{b}{1+a\sqrt2}.$$

For the second, subtract the proposed minimum from the quadratic form:

$$\begin{aligned}
x^TTx-(1-a\sqrt2)x^Tx
&=2ax_1(x_0+x_2)+a\sqrt2\,(x_0^2+x_1^2+x_2^2)\\
&=\frac{a\sqrt2}{2}\left[(x_0+x_2+\sqrt2x_1)^2+(x_0-x_2)^2\right]\ge0 .
\end{aligned}$$

The eigenvalue bound proved earlier now applies with $c=1-a\sqrt2$. In Lean, `hval` rewrites the eigenvalue, `constructor` separates the two requirements, and `hsq` is the final identity.

The condition $\tau<a$ cannot be relaxed to $\tau\le a$. With $a=\tau=0.8$, so that $b=0.28$, screening removes the neighbour entries too. The result is the identity matrix, whose lowest eigenvalue is 1. A larger threshold can thus restore positivity.

```lean
/-- For `1/√2 < a < 1` and a threshold `2 a ^ 2 - 1 ≤ τ < a`, the screened matrix is not of the
form `L Lᵀ` for any number `m` of real Cholesky vectors. -/
theorem screened_no_cholesky {a τ : ℝ} (ha : 1 / √2 < a) (ha1 : a < 1)
    (hb : 2 * a ^ 2 - 1 ≤ τ) (hτ : τ < a) {m : ℕ} (L : Matrix (Fin 3) (Fin m) ℝ) :
    screen τ (integrals a) ≠ L * Lᵀ := by
  intro h
  obtain ⟨-, -, -, hleast, hneg⟩ := screening_destroys_positivity ha ha1 hb hτ
  have hmem := hleast.1
  rw [h] at hmem
  refine absurd (le_eigenvalue_of_form_bound (c := 0) (fun x => ?_) hmem) (not_le_of_gt hneg)
  rw [zero_mul, ← mulVec_mulVec, dotProduct_mulVec, ← mulVec_transpose]
  exact Finset.sum_nonneg fun i _ => mul_self_nonneg _
```

The matrix $L$ has three rows and any number $m$ of real columns, and it need not be triangular. If $T=LL^T$, then $x^TTx=|L^Tx|^2\ge0$, so the eigenvalue bound with $c=0$ makes every eigenvalue nonnegative. This contradicts the negative eigenvalue just found. The rewriting in the proof moves $L$ across the dot product to produce the squared length.

In auxiliary-field Monte Carlo, the columns of $L$ turn the interaction into a sum of squares of one-body operators, up to a one-body term. The screened matrix of this three-by-three model has no such real factor $L$: expanded in its eigenvectors, it gives one square with a negative coefficient.

## How large the loss can be

```lean
/-- Screening a real positive semidefinite `n` by `n` matrix at a threshold `τ ≥ 0` leaves every
real eigenvalue at or above `-n τ`. -/
theorem screening_error_bound {n : Type*} [Fintype n] {V : Matrix n n ℝ} (hV : V.PosSemidef)
    {τ μ : ℝ} (hτ : 0 ≤ τ) (hμ : μ ∈ realEigenvalues (screen τ V)) :
    -(Fintype.card n * τ) ≤ μ := by
  refine le_eigenvalue_of_form_bound (fun x => ?_) hμ
  have hpos : 0 ≤ x ⬝ᵥ V *ᵥ x := by simpa using hV.dotProduct_mulVec_nonneg x
  -- each dropped entry costs at most `τ / 2 * (x i ^ 2 + x j ^ 2)`
  have key : ∀ i j, x i * (V i j * x j) - τ / 2 * (x i * x i + x j * x j)
      ≤ x i * (screen τ V i j * x j) := by
    intro i j
    simp only [screen, Matrix.of_apply]
    split_ifs with h
    · obtain ⟨h1, h2⟩ := abs_le.1 h
      have h3 : 0 ≤ τ + V i j := by linarith
      nlinarith [mul_nonneg (sub_nonneg.2 h2) (sq_nonneg (x i + x j)),
        mul_nonneg h3 (sq_nonneg (x i - x j))]
    · nlinarith [mul_nonneg hτ (add_nonneg (mul_self_nonneg (x i)) (mul_self_nonneg (x j)))]
  have hsum := Finset.sum_le_sum fun i (_ : i ∈ Finset.univ) =>
    Finset.sum_le_sum fun j (_ : j ∈ Finset.univ) => key i j
  have hc : ∑ i, ∑ j, τ / 2 * (x i * x i + x j * x j)
      = Fintype.card n * τ * ∑ i, x i * x i := by
    simp only [mul_add, Finset.sum_add_distrib, Finset.sum_const, Finset.card_univ,
      nsmul_eq_mul]
    simp only [← Finset.mul_sum]
    ring
  have expand : ∀ A : Matrix n n ℝ, x ⬝ᵥ A *ᵥ x = ∑ i, ∑ j, x i * (A i j * x j) := by
    intro A
    simp only [dotProduct, mulVec, Finset.mul_sum]
  have hd : x ⬝ᵥ x = ∑ i, x i * x i := rfl
  simp only [Finset.sum_sub_distrib] at hsum
  rw [hc] at hsum
  rw [expand] at hpos
  rw [expand, hd]
  linarith
```

Now $V$ is any real positive semidefinite matrix of finite size $n$, written `Fintype.card n` in Lean, where `n` itself is the index type. Let $S$ be the screened matrix and $\tau\ge0$. For a removed entry, $|V_{ij}|\le\tau$ gives

$$x_iV_{ij}x_j\le\tau|x_ix_j|\le\frac{\tau}{2}(x_i^2+x_j^2).$$

For a retained entry, $S_{ij}=V_{ij}$. In both cases,

$$x_iS_{ij}x_j\ge x_iV_{ij}x_j-\frac{\tau}{2}(x_i^2+x_j^2).$$

Summing over all $i,j$ yields

$$x^TSx\ge x^TVx-n\tau\,x^Tx\ge-n\tau\,x^Tx,$$

so every eigenvalue is at least $-n\tau$. This is a bound, not the exact worst case: for $n=1$ the screened matrix has no negative eigenvalue at all. The step `key` is the inequality for one entry, with `split_ifs` separating removed from retained entries; `hc` evaluates the sum of the penalties.

The same argument suggests a sharper estimate for sparse removals. If at most $k$ entries are removed from each row, charge the penalty only to those entries. By symmetry each column also loses at most $k$, and the lower bound becomes $-k\tau$. This refinement is argued here in prose and has no Lean theorem behind it.

```lean
/-- For every threshold `0 < τ < 1` there is a positive semidefinite matrix with unit diagonal
whose screened version has an eigenvalue below `-τ / (1 + √2)`. -/
theorem first_order_loss {τ : ℝ} (h0 : 0 < τ) (h1 : τ < 1) :
    ∃ V : Matrix (Fin 3) (Fin 3) ℝ, V.PosSemidef ∧ (∀ i, V i i = 1) ∧
      ∃ μ ∈ realEigenvalues (screen τ V), μ < -τ / (1 + √2) := by
  -- choose `a` so that the far entry equals the threshold
  obtain ⟨a, ha0, hasq⟩ : ∃ a : ℝ, 0 ≤ a ∧ a ^ 2 = (1 + τ) / 2 :=
    ⟨√((1 + τ) / 2), Real.sqrt_nonneg _, Real.sq_sqrt (by linarith)⟩
  have hs : √2 * √2 = (2 : ℝ) := Real.mul_self_sqrt (by norm_num)
  have hs0 : 0 < √2 := by positivity
  have ha1 : a < 1 := by nlinarith
  have hτa : τ < a := by nlinarith
  have hp : (a * √2) ^ 2 = 1 + τ := by linear_combination a ^ 2 * hs + 2 * hasq
  have hp0 : 0 ≤ a * √2 := mul_nonneg ha0 hs0.le
  have ha : 1 / √2 < a := by
    rw [div_lt_iff₀ hs0]
    nlinarith
  have hb : 2 * a ^ 2 - 1 = τ := by linarith
  obtain ⟨hV, -, -, hleast, -⟩ := screening_destroys_positivity ha ha1 hb.le hτa
  refine ⟨integrals a, hV, fun i => ?_, _, hleast.1, ?_⟩
  · fin_cases i <;> simp [integrals]
  · rw [hb, neg_div, neg_div]
    exact neg_lt_neg (div_lt_div_of_pos_left h0 (by linarith) (by nlinarith))

end

end IntegralScreening
```

For each $0<\tau<1$ there is a three-by-three positive semidefinite matrix with unit diagonal whose screened version has an eigenvalue below $-\tau/(1+\sqrt2)$. Choose $a=\sqrt{(1+\tau)/2}$, which makes $b=\tau$. Then $1/\sqrt2<a<1$, and $\tau<a$ because

$$a^2-\tau^2=\frac{(1-\tau)(1+2\tau)}{2}>0 .$$

The earlier theorem applies. Since $a\sqrt2=\sqrt{1+\tau}<\sqrt2$, the lowest eigenvalue satisfies

$$-\frac{\tau}{1+\sqrt{1+\tau}}<-\frac{\tau}{1+\sqrt2}.$$

The Lean proof obtains $a$ from the square root, checks these inequalities, and uses `hleast.1` to supply the eigenvalue.

Together with the general bound $-3\tau$ at this size, this fixes the worst-case loss as linear in $\tau$. The matrix is chosen after the threshold. For one fixed matrix, a sufficiently small positive threshold removes no nonzero entry and does no damage.

```lean
#print axioms IntegralScreening.screening_destroys_positivity
#print axioms IntegralScreening.screened_no_cholesky
#print axioms IntegralScreening.screening_error_bound
#print axioms IntegralScreening.first_order_loss
```

```
'IntegralScreening.screening_destroys_positivity' depends on axioms: [propext, Classical.choice, Quot.sound]
'IntegralScreening.screened_no_cholesky' depends on axioms: [propext, Classical.choice, Quot.sound]
'IntegralScreening.screening_error_bound' depends on axioms: [propext, Classical.choice, Quot.sound]
'IntegralScreening.first_order_loss' depends on axioms: [propext, Classical.choice, Quot.sound]
```
